# Opposite layer spin traces ±a/E in the doubly degenerate bands of a two-layer slab

Let $n$ be a real unit vector, $\sigma_n=n\cdot\sigma$, and let $a,t$ be real and not both zero. The slab Hamiltonian

$$h=a\,\tau_z\otimes\sigma_n+t\,\tau_x\otimes 1$$

has two levels $\pm E$, with $E=\sqrt{a^2+t^2}$, each doubly degenerate. For the level $sE$, $s=\pm1$, the spin along $n$ in units of $\hbar/2$, traced over the degenerate pair, is zero in total, $sa/E$ on the top layer ($\tau_z=1$) and $-sa/E$ on the bottom layer ($\tau_z=-1$).

In electronic-structure terms, a spin-degenerate band can carry a layer-resolved spin polarisation; the model here is non-interacting, with four states at one fixed momentum.

## The slab and its band projectors

The first tensor factor is the layer and the second is the spin, so matrices are indexed by `Fin 2 × Fin 2`. Spin is measured in units of $\hbar/2$.

```lean
import Mathlib

open Matrix
open scoped Kronecker

namespace TwoLayerSlab

noncomputable section
```

The components of $n$ are numbered $0,1,2$ for $x,y,z$. The definition of `pauli` accepts any real vector; unit length enters later as the hypothesis `n ⬝ᵥ n = 1`.

```lean
/-- The spin operator `n · σ` along a real vector `n`. -/
def pauli (n : Fin 3 → ℝ) : Matrix (Fin 2) (Fin 2) ℂ :=
  !![(n 2 : ℂ), (n 0 : ℂ) - Complex.I * (n 1 : ℂ);
     (n 0 : ℂ) + Complex.I * (n 1 : ℂ), -(n 2 : ℂ)]
```

The operator $\tau_z$ distinguishes the layers and $\tau_x$ exchanges them.

```lean
/-- The layer operator `τz`: `+1` on the top layer, `-1` on the bottom layer. -/
def tauZ : Matrix (Fin 2) (Fin 2) ℂ := !![1, 0; 0, -1]

/-- The layer operator `τx`, which exchanges the two layers. -/
def tauX : Matrix (Fin 2) (Fin 2) ℂ := !![0, 1; 1, 0]
```

Layer-resolved spin is $L\otimes\sigma_n$, with $L$ one of these two projectors.

```lean
/-- The projector on the top layer. -/
def top : Matrix (Fin 2) (Fin 2) ℂ := !![1, 0; 0, 0]

/-- The projector on the bottom layer. -/
def bottom : Matrix (Fin 2) (Fin 2) ℂ := !![0, 0; 0, 1]
```

The constant $a$ is the spin-orbit energy, of opposite sign on the two layers, and $t$ is a spin-conserving tunnelling amplitude. Both are given numbers, not derived from a crystal potential.

```lean
/-- The slab Hamiltonian `a τz ⊗ (n · σ) + t τx ⊗ 1`. -/
def slab (a t : ℝ) (n : Fin 3 → ℝ) : Matrix (Fin 2 × Fin 2) (Fin 2 × Fin 2) ℂ :=
  (a : ℂ) • (tauZ ⊗ₖ pauli n) + (t : ℂ) • (tauX ⊗ₖ (1 : Matrix (Fin 2) (Fin 2) ℂ))

/-- The energy scale `E = √(a² + t²)`. -/
def energy (a t : ℝ) : ℝ := Real.sqrt (a ^ 2 + t ^ 2)
```

The operator for the level $sE$ is $P=\tfrac12(1+s\,h/E)$. In the code $s$ is a real number, restricted to $\pm1$ by hypothesis where needed.

```lean
/-- The band operator `(1 + s h / E) / 2`, where `s = 1` or `s = -1` selects the band. -/
def band (s a t : ℝ) (n : Fin 3 → ℝ) : Matrix (Fin 2 × Fin 2) (Fin 2 × Fin 2) ℂ :=
  (1 / 2 : ℂ) • (1 + ((s / energy a t : ℝ) : ℂ) • slab a t n)
```

## Problems

### (a) The square of the energy scale

Show that $E^2=a^2+t^2$.

The sum $a^2+t^2$ is non-negative, so squaring its square root returns it.

```lean
lemma energy_sq (a t : ℝ) : energy a t ^ 2 = a ^ 2 + t ^ 2 :=
  Real.sq_sqrt (by positivity)
```

### (b) A nonzero energy

Show that $E\neq0$ if $(a,t)\neq(0,0)$.

If $E=0$, then $a^2+t^2=0$ by (a). Both squares are non-negative, so $a=t=0$, a contradiction. Physically, the condition keeps the two levels apart by $2E>0$.

```lean
lemma energy_ne_zero {a t : ℝ} (h : (a, t) ≠ (0, 0)) : energy a t ≠ 0 := by
  intro h0
  have h1 := energy_sq a t
  rw [h0] at h1
  have ha : a = 0 := pow_eq_zero_iff two_ne_zero |>.mp (by nlinarith [sq_nonneg a, sq_nonneg t])
  have ht : t = 0 := pow_eq_zero_iff two_ne_zero |>.mp (by nlinarith [sq_nonneg a, sq_nonneg t])
  exact h (by rw [ha, ht])
```

### (c) The square of the spin operator

Show that $\sigma_n^2=1$ for a unit vector $n$.

Both diagonal entries of the square are $n_2^2+(n_0-in_1)(n_0+in_1)=n_0^2+n_1^2+n_2^2=1$. The upper off-diagonal entry is $n_2(n_0-in_1)-(n_0-in_1)n_2=0$, and the lower one vanishes likewise. The code checks the four entries separately, using $i^2=-1$.

```lean
/-- The spin operator along a unit vector squares to one. -/
theorem pauli_sq {n : Fin 3 → ℝ} (hn : n ⬝ᵥ n = 1) : pauli n * pauli n = 1 := by
  have h : (n 0 : ℂ) ^ 2 + (n 1 : ℂ) ^ 2 + (n 2 : ℂ) ^ 2 = 1 := by
    have h' : n 0 ^ 2 + n 1 ^ 2 + n 2 ^ 2 = 1 := by
      simp only [dotProduct, Fin.sum_univ_three] at hn
      linarith
    exact_mod_cast h'
  ext i j
  fin_cases i <;> fin_cases j <;> simp [pauli, Matrix.mul_apply, Fin.sum_univ_two] <;>
    first
    | linear_combination h - (n 1 : ℂ) ^ 2 * Complex.I_sq
    | ring1
```

### (d) The trace of two spin operators

Show that $\operatorname{tr}(\sigma_n\sigma_m)=2\,n\cdot m$ for real vectors $n,m$.

The diagonal entries of the product are
$$n_2m_2+(n_0-in_1)(m_0+im_1),\qquad n_2m_2+(n_0+in_1)(m_0-im_1).$$
In their sum the imaginary parts cancel, leaving $2(n_0m_0+n_1m_1+n_2m_2)$.

```lean
/-- The trace of a product of two spin operators is twice the scalar product of their axes. -/
theorem trace_pauli_mul (n m : Fin 3 → ℝ) :
    (pauli n * pauli m).trace = 2 * ((n ⬝ᵥ m : ℝ) : ℂ) := by
  simp [pauli, Matrix.trace_fin_two, dotProduct, Fin.sum_univ_three]
  linear_combination (-2 * (n 1 : ℂ) * (m 1 : ℂ)) * Complex.I_sq
```

### (e) The square of the Hamiltonian

Show that $h^2=E^2\,1$.

Multiplying out gives
$$h^2=a^2\,\tau_z^2\otimes\sigma_n^2+t^2\,\tau_x^2\otimes1+at\,(\tau_z\tau_x+\tau_x\tau_z)\otimes\sigma_n .$$
The squares $\tau_z^2$, $\tau_x^2$ and $\sigma_n^2$ are all $1$, and $\tau_z\tau_x=-\tau_x\tau_z$ removes the last term. What remains is $a^2+t^2=E^2$. In the code, `hz`, `hx` and `hzx` are the three layer identities, and `module` collects the coefficients.

```lean
/-- For a unit vector `n`, the slab Hamiltonian squares to `E²` times the identity. -/
theorem slab_sq (a t : ℝ) {n : Fin 3 → ℝ} (hn : n ⬝ᵥ n = 1) :
    slab a t n * slab a t n = ((energy a t ^ 2 : ℝ) : ℂ) • 1 := by
  have hz : tauZ * tauZ = 1 := by
    ext i j; fin_cases i <;> fin_cases j <;> simp [tauZ, Matrix.mul_apply, Fin.sum_univ_two]
  have hx : tauX * tauX = 1 := by
    ext i j; fin_cases i <;> fin_cases j <;> simp [tauX, Matrix.mul_apply, Fin.sum_univ_two]
  -- the two layer operators anticommute, so the cross terms cancel
  have hzx : tauZ * tauX = (-1 : ℂ) • (tauX * tauZ) := by
    ext i j
    fin_cases i <;> fin_cases j <;> simp [tauZ, tauX, Matrix.mul_apply, Fin.sum_univ_two]
  rw [energy_sq]
  simp only [slab, add_mul, mul_add, Matrix.smul_mul, Matrix.mul_smul,
    ← Matrix.mul_kronecker_mul, hz, hx, hzx, pauli_sq hn, one_mul, mul_one,
    Matrix.one_kronecker_one, Matrix.smul_kronecker]
  push_cast
  module
```

### (f) Hermiticity

Show that $P^\dagger=P$.

The matrices $\tau_z,\tau_x,\sigma_n$ are Hermitian, hence so are their Kronecker products, and all coefficients in $P$ are real. The Lean statement has no condition on $E$: at $E=0$ Lean sets $s/E=0$, which makes $P$ half the identity and not a band projector.

```lean
/-- The band operators are Hermitian. -/
theorem band_isHermitian (s a t : ℝ) (n : Fin 3 → ℝ) : (band s a t n).IsHermitian := by
  have hz : tauZᴴ = tauZ := by
    ext i j; fin_cases i <;> fin_cases j <;> simp [tauZ]
  have hx : tauXᴴ = tauX := by
    ext i j; fin_cases i <;> fin_cases j <;> simp [tauX]
  have hp : (pauli n)ᴴ = pauli n := by
    ext i j; fin_cases i <;> fin_cases j <;> simp [pauli, sub_eq_add_neg]
  have h2 : star (1 / 2 : ℂ) = 1 / 2 := by simp
  simp only [Matrix.IsHermitian, band, slab, Matrix.conjTranspose_smul,
    Matrix.conjTranspose_add, Matrix.conjTranspose_one, Matrix.conjTranspose_kronecker,
    hz, hx, hp, h2, Complex.star_def, Complex.conj_ofReal]
```

### (g) Projection and eigenvalue

Show that $P^2=P$ and $hP=sE\,P$ for $s=\pm1$.

Put $K=s\,h/E$. By (e) and $s^2=1$, $K^2=1$. Therefore
$$P^2=\tfrac14(1+2K+K^2)=\tfrac12(1+K)=P,\qquad KP=\tfrac12(K+1)=P.$$
Since $h=sE\,K$, the second identity gives $hP=sE\,P$. The code proves $K^2=1$ as `key`, after replacing the scalars by single letters subject to the relations `c1` and `c2`.

```lean
/-- For a unit vector `n`, `s = ±1` and `a`, `t` not both zero, the band operator is idempotent, and
the Hamiltonian acts on its range as `s E`. -/
theorem band_projector {s a t : ℝ} {n : Fin 3 → ℝ} (hn : n ⬝ᵥ n = 1)
    (h : (a, t) ≠ (0, 0)) (hs : s = 1 ∨ s = -1) :
    band s a t n * band s a t n = band s a t n ∧
      slab a t n * band s a t n = ((s * energy a t : ℝ) : ℂ) • band s a t n := by
  have hE := energy_ne_zero h
  have hs2 : s ^ 2 = 1 := by rcases hs with rfl | rfl <;> norm_num
  have hH := slab_sq a t hn
  have r1 : s / energy a t * energy a t ^ 2 = s * energy a t := by field_simp
  have r2 : s * energy a t * (s / energy a t) = 1 := by
    rw [← hs2]; field_simp
  have c1 : ((s / energy a t : ℝ) : ℂ) * ((energy a t ^ 2 : ℝ) : ℂ)
      = ((s * energy a t : ℝ) : ℂ) := by rw [← Complex.ofReal_mul, r1]
  have c2 : ((s * energy a t : ℝ) : ℂ) * ((s / energy a t : ℝ) : ℂ) = 1 := by
    rw [← Complex.ofReal_mul, r2, Complex.ofReal_one]
  unfold band
  generalize ((s / energy a t : ℝ) : ℂ) = c at *
  generalize ((s * energy a t : ℝ) : ℂ) = e at *
  generalize ((energy a t ^ 2 : ℝ) : ℂ) = q at *
  generalize slab a t n = H at *
  -- the flattened Hamiltonian `s h / E` squares to one
  have hHc : c • (H * H) = e • 1 := by rw [hH, smul_smul, c1]
  have key : (c • H) * (c • H) = 1 := by
    rw [Matrix.smul_mul, Matrix.mul_smul, hHc, smul_smul, mul_comm c e, c2, one_smul]
  constructor
  · generalize c • H = K at *
    simp only [Matrix.smul_mul, Matrix.mul_smul, add_mul, mul_add, one_mul, mul_one, key]
    module
  · have hr : e • (c • H) = H := by rw [smul_smul, c2, one_smul]
    rw [Matrix.mul_smul, mul_add, mul_one, Matrix.mul_smul, hHc, smul_comm e, smul_add e, hr,
      add_comm H]
```

### (h) Rank from trace

Show that an idempotent $4\times4$ complex matrix has rank equal to its trace.

If $P^2=P$, the space is the direct sum of the range and the kernel of $P$. In a basis adapted to this sum, $P$ is diagonal, with a $1$ for each dimension of the range and $0$ elsewhere. Its trace is thus the dimension of the range. The code shows that $P$ is a projection onto its range and applies Mathlib's trace formula for projections.

```lean
/-- The rank of an idempotent 4 × 4 complex matrix equals its trace. -/
theorem rank_eq_trace {P : Matrix (Fin 2 × Fin 2) (Fin 2 × Fin 2) ℂ} (h : P * P = P) :
    (P.rank : ℂ) = P.trace := by
  have hp : LinearMap.IsProj (LinearMap.range (Matrix.toLin' P)) (Matrix.toLin' P) :=
    ⟨fun x => LinearMap.mem_range_self _ x, by
      rintro _ ⟨y, rfl⟩
      simp only [Matrix.toLin'_apply, Matrix.mulVec_mulVec, h]⟩
  have ht := hp.trace
  rw [LinearMap.trace_eq_matrix_trace ℂ (Pi.basisFun ℂ (Fin 2 × Fin 2)),
    LinearMap.toMatrix_eq_toMatrix', LinearMap.toMatrix'_toLin'] at ht
  rw [ht]
  rfl
```

### (i) Spin on an arbitrary layer operator

For any $2\times2$ layer matrix $L$ and real vector $m$, compute $\operatorname{tr}\big(P(L\otimes\sigma_m)\big)$.

The trace of a Kronecker product is the product of the traces, so the result is
$$\tfrac12\Big[\operatorname{tr}L\,\operatorname{tr}\sigma_m+\tfrac{s}{E}\big(a\operatorname{tr}(\tau_zL)\operatorname{tr}(\sigma_n\sigma_m)+t\operatorname{tr}(\tau_xL)\operatorname{tr}\sigma_m\big)\Big].$$
With $\operatorname{tr}\sigma_m=0$ and (d), this equals $\frac{sa}{E}(n\cdot m)\operatorname{tr}(\tau_zL)$.

```lean
/-- For any layer operator `L` and spin axis `m`, the band trace of `L ⊗ (m · σ)` is
`(s a / E) (n · m) tr (τz L)`. -/
theorem trace_layer_spin (s a t : ℝ) (n m : Fin 3 → ℝ) (L : Matrix (Fin 2) (Fin 2) ℂ) :
    (band s a t n * (L ⊗ₖ pauli m)).trace
      = ((s * a / energy a t * (n ⬝ᵥ m) : ℝ) : ℂ) * (tauZ * L).trace := by
  have h0 : (pauli m).trace = 0 := by simp [pauli, Matrix.trace_fin_two]
  simp only [band, slab, Matrix.smul_mul, add_mul, one_mul, Matrix.trace_add,
    Matrix.trace_smul, ← Matrix.mul_kronecker_mul, Matrix.trace_kronecker, h0,
    trace_pauli_mul, smul_eq_mul]
  push_cast
  ring
```

### (j) Rank two and opposite layer spins

Show that $P$ has rank two, and find its total, top and bottom spin traces along $n$.

Since $\tau_z$ and $\tau_x$ are traceless, so is $h$. Hence $\operatorname{tr}P=\tfrac12\cdot4=2$, and the rank is two by (h). For the spin, set $m=n$ in (i). The factor $\operatorname{tr}(\tau_zL)$ is $0$ for $L=1$, $1$ for the top projector and $-1$ for the bottom one, giving $0$, $sa/E$ and $-sa/E$.

These are sums over two orthonormal states of the level; the average per state is half as large. The trace does not depend on which basis of the degenerate pair is chosen.

```lean
/-- For a unit vector `n` and `a`, `t` not both zero, each band `s = ±1` of the two-layer slab has a
rank-two projector with zero total spin trace along `n`, and with spin traces `s a / E` on the top
layer and `-s a / E` on the bottom layer. -/
theorem hidden_spin_polarization {s a t : ℝ} {n : Fin 3 → ℝ} (hn : n ⬝ᵥ n = 1)
    (h : (a, t) ≠ (0, 0)) (hs : s = 1 ∨ s = -1) :
    band s a t n * band s a t n = band s a t n ∧
    (band s a t n).rank = 2 ∧
    (band s a t n * ((1 : Matrix (Fin 2) (Fin 2) ℂ) ⊗ₖ pauli n)).trace = 0 ∧
    (band s a t n * (top ⊗ₖ pauli n)).trace = ((s * a / energy a t : ℝ) : ℂ) ∧
    (band s a t n * (bottom ⊗ₖ pauli n)).trace = ((-(s * a / energy a t) : ℝ) : ℂ) := by
  have hP := (band_projector hn h hs).1
  have hz : tauZ.trace = 0 := by simp [tauZ, Matrix.trace_fin_two]
  have hx : tauX.trace = 0 := by simp [tauX, Matrix.trace_fin_two]
  refine ⟨hP, ?_, ?_, ?_, ?_⟩
  · -- the Hamiltonian is traceless, so the projector has trace 4 / 2
    have ht : (band s a t n).trace = 2 := by
      simp only [band, slab, Matrix.trace_smul, Matrix.trace_add, Matrix.trace_kronecker,
        hz, hx, zero_mul, Matrix.trace_one, Fintype.card_prod,
        Fintype.card_fin, smul_eq_mul]
      norm_num
    have hr := rank_eq_trace hP
    rw [ht] at hr
    exact_mod_cast hr
  · rw [trace_layer_spin, mul_one, hz, mul_zero]
  · have hL : (tauZ * top).trace = 1 := by
      simp [tauZ, top, Matrix.trace_fin_two]
    rw [trace_layer_spin, hL, hn, mul_one, mul_one]
  · have hL : (tauZ * bottom).trace = -1 := by
      simp [tauZ, bottom, Matrix.trace_fin_two]
    rw [trace_layer_spin, hL, hn, mul_one, Complex.ofReal_neg, mul_neg, mul_one]
```

### (k) Full polarisation

Show that the top-layer spin trace has modulus one exactly when $t=0$.

By (j) the condition is $|sa/E|=1$. Squaring gives $a^2=E^2=a^2+t^2$, that is, $t=0$. Conversely, $t=0$ gives $E^2=a^2$ with $E\neq0$, so the modulus is one. The code runs both directions through the squared relation `hx`.

```lean
/-- For a unit vector `n`, `s = ±1` and `a`, `t` not both zero, the top-layer spin trace along `n`
has modulus one exactly when the tunnelling `t` vanishes. -/
theorem full_polarization_iff {s a t : ℝ} {n : Fin 3 → ℝ} (hn : n ⬝ᵥ n = 1)
    (h : (a, t) ≠ (0, 0)) (hs : s = 1 ∨ s = -1) :
    ‖(band s a t n * (top ⊗ₖ pauli n)).trace‖ = 1 ↔ t = 0 := by
  have hE := energy_ne_zero h
  have hs2 : s ^ 2 = 1 := by rcases hs with rfl | rfl <;> norm_num
  rw [(hidden_spin_polarization hn h hs).2.2.2.1, Complex.norm_real, Real.norm_eq_abs]
  have hx : (s * a / energy a t) ^ 2 * energy a t ^ 2 = a ^ 2 := by
    rw [← mul_pow, div_mul_cancel₀ _ hE, mul_pow, hs2, one_mul]
  have hE2 := energy_sq a t
  constructor
  · intro h1
    rw [← sq_abs, h1, hE2] at hx
    exact pow_eq_zero_iff two_ne_zero |>.mp (by linarith)
  · intro ht
    have hEa : energy a t ^ 2 = a ^ 2 := by rw [hE2, ht]; ring
    have h1 : (s * a / energy a t) ^ 2 = 1 :=
      mul_right_cancel₀ (pow_ne_zero 2 hE) (by rw [hx, one_mul, hEa])
    rw [abs_eq zero_le_one]
    exact mul_self_eq_one_iff.mp (by rw [← pow_two, h1])

end

end TwoLayerSlab
```

```lean
#print axioms TwoLayerSlab.band_isHermitian
#print axioms TwoLayerSlab.trace_layer_spin
#print axioms TwoLayerSlab.full_polarization_iff
```

```
'TwoLayerSlab.band_isHermitian' depends on axioms: [propext, Classical.choice, Quot.sound]
'TwoLayerSlab.trace_layer_spin' depends on axioms: [propext, Classical.choice, Quot.sound]
'TwoLayerSlab.full_polarization_iff' depends on axioms: [propext, Classical.choice, Quot.sound]
```
